# Closed-form bands of the nearest-neighbour breathing kagome and pyrochlore models

A band structure computed on a finite grid of wave vectors cannot by itself tell an exactly flat band from a very narrow one, or a small gap from a crossing that falls between grid points. Breathing kagome and pyrochlore lattices raise both questions. Their corner-sharing triangles or tetrahedra alternate between two sizes, with hopping s on one kind and t on the other.

For non-interacting electrons of one spin, with one orbital per site, an orthonormal basis, zero on-site energy and real nearest-neighbour hoppings, the characteristic polynomial settles both. Let n be the number of sites per cell, 3 for kagome and 4 for pyrochlore, let x be the energy variable, and put y = x + s + t. For n ≥ 2,

det(x·1 − H) = yⁿ⁻² [(y − sn)(y − tn) − st|S|²]

Here H is the Bloch Hamiltonian and S is a sum of squared site phases, both defined below. The formula gives reference energies for a band-structure program within this model.

```lean
import Mathlib

open Matrix Polynomial

namespace BreathingKagomePyrochlore

noncomputable section

variable {n : ℕ}
```

## Two simplices, one set of phases

Let k be the wave vector and dⱼ the position of site j measured from the centre of an s simplex, taken in the lattice with equal simplices and the same translations. Unequal sizes then enter only through s and t, since moving the sites within the cell merely changes the phases of the basis states. With θⱼ = k·dⱼ, site j carries the phase

uⱼ = exp(iθⱼ)

```lean
/-- The phase factor `u_j = exp(i θ_j)` of site `j` in the unit cell. -/
def phase (θ : Fin n → ℝ) (j : Fin n) : ℂ := Complex.exp (θ j * Complex.I)
```

In Lean, `θ` is any list of n real numbers, indexed by `Fin n` from 0 to n − 1. The Bloch transform that supplies θⱼ = k·dⱼ is the step from lattice to matrix that is taken as given.

A bond from site m to site j inside an s simplex points along dⱼ − dₘ. The corresponding bond in a t simplex points the opposite way, so its phase is conjugated. With zero on-site energy,

Hⱼₘ = s(uⱼūₘ − δⱼₘ) + t(ūⱼuₘ − δⱼₘ)

```lean
/-- The Bloch Hamiltonian `s (u u† - 1) + t (ū uᵀ - 1)`, with hopping `s` on one kind
of simplex and `t` on the other. -/
def hamiltonian (s t : ℝ) (θ : Fin n → ℝ) : Matrix (Fin n) (Fin n) ℂ :=
  (s : ℂ) • (vecMulVec (phase θ) (star (phase θ)) - 1) +
    (t : ℂ) • (vecMulVec (star (phase θ)) (phase θ) - 1)
```

The Bloch sums here carry the factor exp(−ik·r) at position r; the opposite sign conjugates H and leaves its energies unchanged. The hoppings enter with a plus sign; for the common convention with a minus sign, reverse both s and t. `vecMulVec a b` has entries aⱼbₘ without conjugation, so the conjugates are written explicitly with `star`.

The phases will enter the spectrum only through

S = Σⱼ uⱼ²

```lean
/-- The structure sum `S = ∑ u_j ^ 2`. -/
def structureSum (θ : Fin n → ℝ) : ℂ := ∑ j, phase θ j ^ 2
```

## Factoring through two channels

Write u for the column of phases, ū for its conjugate, uᵀ for its transpose and u† for its conjugate transpose. Let A be the n × 2 matrix

A = (s u, t ū)

```lean
/-- The `n × 2` matrix with columns `s u` and `t ū`. -/
def emit (s t : ℝ) (θ : Fin n → ℝ) : Matrix (Fin n) (Fin 2) ℂ :=
  Matrix.of fun j => ![(s : ℂ) * phase θ j, (t : ℂ) * star (phase θ j)]
```

and let B be the 2 × n matrix whose rows are u† and uᵀ:

B = (u† ; uᵀ)

```lean
/-- The `2 × n` matrix with rows `u†` and `uᵀ`. -/
def collect (θ : Fin n → ℝ) : Matrix (Fin 2) (Fin n) ℂ :=
  Matrix.of ![fun j => star (phase θ j), fun j => phase θ j]
```

Each phase has modulus one, which makes the diagonal of H vanish and gives u†u = n:

uⱼūⱼ = |exp(iθⱼ)|² = 1

```lean
/-- Each site phase has modulus one. -/
theorem phase_mul_star (θ : Fin n → ℝ) (j : Fin n) :
    phase θ j * star (phase θ j) = 1 := by
  change phase θ j * (starRingEnd ℂ) (phase θ j) = 1
  rw [Complex.mul_conj, Complex.normSq_eq_norm_sq, phase, Complex.norm_exp_ofReal_mul_I]
  norm_num
```

Moving the two identity terms of H to the other side leaves two outer products, one per kind of simplex:

H + (s + t)1 = s u u† + t ū uᵀ = AB

```lean
/-- Up to the energy shift `s + t`, the Hamiltonian factors through two channels,
one for each kind of simplex. -/
theorem hamiltonian_add_shift (s t : ℝ) (θ : Fin n → ℝ) :
    hamiltonian s t θ + ((s : ℂ) + t) • 1 = emit s t θ * collect θ := by
  ext i j
  simp [hamiltonian, emit, collect, Matrix.mul_apply, Fin.sum_univ_two, vecMulVec_apply]
  ring
```

The proof compares entries: `simp` expands the matrix product into its two terms, and `ring` matches them.

In the opposite order, the four inner products are u†u = uᵀū = n, uᵀu = S and u†ū = S̄. Hence BA has rows

(sn, t S̄)
(sS, tn)

```lean
/-- The product `collect θ * emit s t θ` is the `2 × 2` matrix with diagonal entries `s n` and `t n`
and off-diagonal entries `t S̄` and `s S`, where `S` is the structure sum. -/
theorem collect_mul_emit (s t : ℝ) (θ : Fin n → ℝ) :
    collect θ * emit s t θ =
      !![(s : ℂ) * n, t * star (structureSum θ); s * structureSum θ, (t : ℂ) * n] := by
  have h00 : ∑ j, star (phase θ j) * ((s : ℂ) * phase θ j) = s * n := by
    have h : ∀ j, star (phase θ j) * ((s : ℂ) * phase θ j) = s := fun j => by
      linear_combination (s : ℂ) * phase_mul_star θ j
    simp only [h]
    simp [mul_comm]
  have h11 : ∑ j, phase θ j * ((t : ℂ) * star (phase θ j)) = t * n := by
    have h : ∀ j, phase θ j * ((t : ℂ) * star (phase θ j)) = t := fun j => by
      linear_combination (t : ℂ) * phase_mul_star θ j
    simp only [h]
    simp [mul_comm]
  have h01 : ∑ j, star (phase θ j) * ((t : ℂ) * star (phase θ j)) =
      t * star (structureSum θ) := by
    simp only [structureSum, star_sum, star_pow, Finset.mul_sum]
    exact Finset.sum_congr rfl fun j _ => by ring
  have h10 : ∑ j, phase θ j * ((s : ℂ) * phase θ j) = s * structureSum θ := by
    simp only [structureSum, Finset.mul_sum]
    exact Finset.sum_congr rfl fun j _ => by ring
  ext a b
  fin_cases a <;> fin_cases b
  · exact h00
  · exact h01
  · exact h10
  · exact h11
```

The auxiliary facts `h00`, `h01`, `h10` and `h11` are these four sums, named by row and column. The diagonal ones use the modulus of the phases; the others pull the hopping out of the sum.

The off-diagonal entries invite an error: S is the sum of the squares, and |S|² is not |Σⱼ uⱼ|². For the phases 0, π/3, −π/3 the plain sum is 2, while S = 0.

## The characteristic polynomial

Consider the block matrix with rows (1ₙ, A) and (B, 1₂). Eliminating either off-diagonal block gives its determinant as det(1₂ − BA) or as det(1ₙ − AB), so the two are equal. Replacing A by A/y for y ≠ 0 and multiplying by yⁿ gives

det(y·1ₙ − AB) = yⁿ⁻² det(y·1₂ − BA)

For n ≥ 2 both sides are polynomials in y, so the identity also holds at y = 0. Since x·1 − H = y·1 − AB, the 2 × 2 determinant finishes the calculation:

det(y·1₂ − BA) = (y − sn)(y − tn) − st S S̄, with S S̄ = |S|²

```lean
/-- For `n ≥ 2` sites per cell and `y = X + s + t`, the characteristic polynomial is
`y ^ (n - 2) * ((y - s n) (y - t n) - s t |S| ^ 2)`. -/
theorem charpoly_hamiltonian (hn : 2 ≤ n) (s t : ℝ) (θ : Fin n → ℝ) :
    (hamiltonian s t θ).charpoly =
      (X + C ((s : ℂ) + t)) ^ (n - 2) *
        ((X + C ((s : ℂ) + t) - C ((s : ℂ) * n)) * (X + C ((s : ℂ) + t) - C ((t : ℂ) * n))
          - C ((s : ℂ) * t * (‖structureSum θ‖ : ℂ) ^ 2)) := by
  apply Polynomial.funext
  intro x
  have hs : ∀ c : ℂ, Matrix.scalar (Fin n) c = c • (1 : Matrix (Fin n) (Fin n) ℂ) := by
    intro c
    ext i j
    simp [Matrix.one_apply, Matrix.diagonal_apply]
  -- the shift turns the secular matrix of `H` into that of a product of rank at most two
  have hshift : Matrix.scalar (Fin n) x - hamiltonian s t θ =
      Matrix.scalar (Fin n) (x + ((s : ℂ) + t)) - emit s t θ * collect θ := by
    rw [← hamiltonian_add_shift, map_add, hs ((s : ℂ) + t)]
    abel
  have hS : structureSum θ * star (structureSum θ) = (‖structureSum θ‖ : ℂ) ^ 2 := by
    have h := Complex.mul_conj (structureSum θ)
    rw [Complex.normSq_eq_norm_sq] at h
    push_cast at h
    exact h
  -- exchanging the factors leaves a `2 × 2` problem
  rw [Matrix.eval_charpoly, hshift, ← Matrix.eval_charpoly,
    Matrix.charpoly_mul_comm_of_le _ _ (by simpa using hn), collect_mul_emit,
    Matrix.charpoly_fin_two, Matrix.trace_fin_two_of, Matrix.det_fin_two_of]
  simp only [eval_mul, eval_pow, eval_add, eval_sub, eval_X, eval_C, Fintype.card_fin]
  linear_combination (-(x + ((s : ℂ) + t)) ^ (n - 2) * (s * t)) * hS
```

The theorem is an identity of complex polynomials: `X` is the variable and `C` marks a constant, so `X + C ((s : ℂ) + t)` is y. `Polynomial.funext` reduces it to an arbitrary energy x. There `hshift` performs the energy shift, `Matrix.charpoly_mul_comm_of_le` exchanges the factors, and `hS` replaces S S̄ by |S|².

## States that stay at one energy

Suppose a state ψ satisfies u†ψ = 0 and uᵀψ = 0, so that it is orthogonal to both u and ū. Both outer products then annihilate it:

Hψ = s u(u†ψ) + t ū(uᵀψ) − (s + t)ψ = −(s + t)ψ

```lean
/-- A vector `ψ` orthogonal to both `u` and `ū` satisfies `H ψ = -(s + t) ψ`, whatever the phases.
-/
theorem flat_band_state (s t : ℝ) (θ : Fin n → ℝ) (ψ : Fin n → ℂ)
    (h₁ : star (phase θ) ⬝ᵥ ψ = 0) (h₂ : phase θ ⬝ᵥ ψ = 0) :
    hamiltonian s t θ *ᵥ ψ = (-((s : ℂ) + t)) • ψ := by
  ext j
  simp [hamiltonian, Matrix.add_mulVec, Matrix.sub_mulVec, Matrix.smul_mulVec,
    Matrix.vecMulVec_mulVec, h₁, h₂]
  ring
```

The product `⬝ᵥ` does not conjugate, which is why `h₁` contains `star` and `h₂` does not. The equation also holds for ψ = 0; a nonzero ψ is an eigenvector. Two linear conditions leave a nonzero solution whenever n ≥ 3. The factor yⁿ⁻² accounts for one such level in kagome and two in pyrochlore, at every wave vector.

## The two remaining energies

The other factor of the polynomial gives the quadratic

y² − n(s + t)y + st(n² − |S|²) = 0

Its discriminant is

D = n²(s + t)² − 4st(n² − |S|²) = n²(s − t)² + 4st|S|²

```lean
/-- The discriminant `n² (s - t)² + 4 s t |S|²` of the two dispersive bands. -/
def discriminant (s t : ℝ) (θ : Fin n → ℝ) : ℝ :=
  (n : ℝ) ^ 2 * (s - t) ^ 2 + 4 * (s * t) * ‖structureSum θ‖ ^ 2
```

Solving for y and undoing the shift gives

ε± = −(s + t) + [n(s + t) ± √D]/2

```lean
/-- The energy `-(s + t) + (n (s + t) + σ √D) / 2`, where `D` is the discriminant and
`σ = 1` or `σ = -1` selects the upper or lower dispersive band. -/
def bandEnergy (σ s t : ℝ) (θ : Fin n → ℝ) : ℝ :=
  -(s + t) + (n * (s + t) + σ * √(discriminant s t θ)) / 2
```

In `bandEnergy`, the argument `σ` is 1 for ε₊ and −1 for ε₋. These bands are called dispersive, although they too are constant when st = 0.

For the energies to be real, D must not be negative. If st ≥ 0, both terms of D are nonnegative. If st ≤ 0, the triangle inequality |S| ≤ n gives

D = n²(s + t)² + 4(−st)(n² − |S|²) ≥ 0

```lean
/-- The discriminant is nonnegative for hoppings of any sign. -/
theorem discriminant_nonneg (s t : ℝ) (θ : Fin n → ℝ) : 0 ≤ discriminant s t θ := by
  have hS : ‖structureSum θ‖ ≤ n := by
    refine (norm_sum_le _ _).trans ?_
    simp [phase, Complex.norm_exp_ofReal_mul_I]
  have hS2 : ‖structureSum θ‖ ^ 2 ≤ (n : ℝ) ^ 2 := by gcongr
  unfold discriminant
  rcases le_total 0 (s * t) with h | h
  · positivity
  · nlinarith [mul_nonneg (neg_nonneg.2 h) (sub_nonneg.2 hS2), sq_nonneg ((n : ℝ) * (s + t))]
```

The two cases appear as the branches after `rcases`; `positivity` closes the first and `nlinarith` the second.

The quadratic can now be factored by completing the square:

(y − n(s + t)/2)² − D/4 = (x − ε₊)(x − ε₋)

```lean
/-- For `n ≥ 2` the spectrum, with multiplicity, is `-(s + t)` taken `n - 2` times
together with the two dispersive band energies. -/
theorem charpoly_eq_bands (hn : 2 ≤ n) (s t : ℝ) (θ : Fin n → ℝ) :
    (hamiltonian s t θ).charpoly = (X + C ((s : ℂ) + t)) ^ (n - 2) *
      ((X - C (bandEnergy 1 s t θ : ℂ)) * (X - C (bandEnergy (-1) s t θ : ℂ))) := by
  have hr : ((√(discriminant s t θ) : ℝ) : ℂ) ^ 2 =
      (n : ℂ) ^ 2 * (s - t) ^ 2 + 4 * (s * t) * (‖structureSum θ‖ : ℂ) ^ 2 := by
    rw [← Complex.ofReal_pow, Real.sq_sqrt (discriminant_nonneg s t θ), discriminant]
    push_cast
    ring
  rw [charpoly_hamiltonian hn]
  congr 1
  apply Polynomial.funext
  intro x
  simp only [eval_mul, eval_add, eval_sub, eval_X, eval_C, bandEnergy]
  push_cast
  linear_combination (1 / 4 : ℂ) * hr
```

This lists the whole spectrum with algebraic multiplicity for n ≥ 2. The fact `hr` squares √D, which is legitimate because D ≥ 0, and the coefficient 1/4 in the last line is the one in D/4.

## Gap and touching

The separation of the two energies is √D. If st ≥ 0, dropping the term 4st|S|² can only lower D, so

ε₊ − ε₋ = √D ≥ n|s − t|

```lean
/-- If the hoppings do not have opposite signs, the two dispersive energies are at least
`n |s - t|` apart. -/
theorem breathing_gap (s t : ℝ) (θ : Fin n → ℝ) (hst : 0 ≤ s * t) :
    n * |s - t| ≤ bandEnergy 1 s t θ - bandEnergy (-1) s t θ := by
  have h : |(n : ℝ) * (s - t)| ≤ √(discriminant s t θ) := by
    apply Real.abs_le_sqrt
    unfold discriminant
    nlinarith [mul_nonneg hst (sq_nonneg ‖structureSum θ‖)]
  rw [abs_mul, Nat.abs_cast] at h
  unfold bandEnergy
  linarith
```

Unequal hoppings of equal sign therefore keep these two bands apart at every wave vector. With opposite signs the bound can fail. Take kagome at zero wave vector, so that n = 3 and every θⱼ = 0, with s = 1 and t = −1. Then S = 3 and D = 36 − 36 = 0, so the energies coincide, while n|s − t| = 6.

When st > 0, D is a sum of two nonnegative terms and vanishes only if both do. For n > 0 this means

ε₊ = ε₋ exactly when s = t and S = 0

```lean
/-- For nonzero hoppings of equal sign and at least one site, the two dispersive energies
coincide exactly when `s = t` and the structure sum vanishes. -/
theorem bands_touch_iff (hn : 0 < n) (s t : ℝ) (θ : Fin n → ℝ) (hst : 0 < s * t) :
    bandEnergy 1 s t θ = bandEnergy (-1) s t θ ↔ s = t ∧ structureSum θ = 0 := by
  have hn' : (0 : ℝ) < n := by exact_mod_cast hn
  constructor
  · intro h
    have hr : √(discriminant s t θ) = 0 := by
      unfold bandEnergy at h
      linarith
    have hD := (Real.sqrt_eq_zero (discriminant_nonneg s t θ)).1 hr
    unfold discriminant at hD
    -- the two terms of the discriminant are nonnegative and add up to zero, so both vanish
    have h1 : 0 ≤ (n : ℝ) ^ 2 * (s - t) ^ 2 := by positivity
    have h2 : 0 ≤ 4 * (s * t) * ‖structureSum θ‖ ^ 2 := by positivity
    have e1 : (n : ℝ) ^ 2 * (s - t) ^ 2 = 0 := by linarith
    have e2 : 4 * (s * t) * ‖structureSum θ‖ ^ 2 = 0 := by linarith
    constructor
    · have h3 := (mul_eq_zero.1 e1).resolve_left (by positivity)
      exact sub_eq_zero.1 (pow_eq_zero_iff (two_ne_zero)|>.1 h3)
    · have h3 := (mul_eq_zero.1 e2).resolve_left (by positivity)
      exact norm_eq_zero.1 (pow_eq_zero_iff (two_ne_zero)|>.1 h3)
  · rintro ⟨rfl, hS⟩
    simp [bandEnergy, discriminant, hS]
```

In the forward direction `e1` and `e2` are the two vanishing terms; in the reverse direction substitution makes D zero. This theorem and the gap bound concern the formulas for ε±, also at sizes below n = 2; their reading as eigenvalues rests on the factorisation for n ≥ 2.

For kagome, the phases 0, π/3 and −π/3 meet the condition on S:

S = 1 + exp(2πi/3) + exp(−2πi/3) = 1 − 1/2 − 1/2 = 0

```lean
/-- For three sites with phases `0, π/3, -π/3` the structure sum vanishes. -/
theorem kagome_structureSum_zero :
    structureSum ![0, Real.pi / 3, -(Real.pi / 3)] = 0 := by
  have h0 : Complex.exp (((0 : ℝ) : ℂ) * Complex.I) = 1 := by simp
  have h1 : Complex.exp (((Real.pi / 3 : ℝ) : ℂ) * Complex.I) =
      1 / 2 + (√3 : ℝ) / 2 * Complex.I := by
    rw [Complex.exp_mul_I, ← Complex.ofReal_cos, ← Complex.ofReal_sin,
      Real.cos_pi_div_three, Real.sin_pi_div_three]
    push_cast
    ring
  have h2 : Complex.exp (((-(Real.pi / 3) : ℝ) : ℂ) * Complex.I) =
      1 / 2 - (√3 : ℝ) / 2 * Complex.I := by
    rw [Complex.exp_mul_I, ← Complex.ofReal_cos, ← Complex.ofReal_sin,
      Real.cos_neg, Real.sin_neg, Real.cos_pi_div_three, Real.sin_pi_div_three]
    push_cast
    ring
  have hr : ((√3 : ℝ) : ℂ) ^ 2 = 3 := by
    rw [← Complex.ofReal_pow, Real.sq_sqrt (by norm_num)]
    norm_num
  rw [structureSum, Fin.sum_univ_three]
  change Complex.exp (((0 : ℝ) : ℂ) * Complex.I) ^ 2 +
    Complex.exp (((Real.pi / 3 : ℝ) : ℂ) * Complex.I) ^ 2 +
    Complex.exp (((-(Real.pi / 3) : ℝ) : ℂ) * Complex.I) ^ 2 = 0
  rw [h0, h1, h2]
  linear_combination (Complex.I ^ 2 / 2) * hr + (3 / 2 : ℂ) * Complex.I_sq

end

end BreathingKagomePyrochlore
```

The proof writes the exponentials as 1 and 1/2 ± i√3/2, squares them and adds. With θⱼ = k·dⱼ, these phases belong to a corner of the kagome Brillouin zone. For s = t > 0 the two dispersive bands meet there at energy s, above the flat band at −2s.

```lean
#print axioms BreathingKagomePyrochlore.charpoly_eq_bands
#print axioms BreathingKagomePyrochlore.breathing_gap
#print axioms BreathingKagomePyrochlore.bands_touch_iff
#print axioms BreathingKagomePyrochlore.kagome_structureSum_zero
```

```
'BreathingKagomePyrochlore.charpoly_eq_bands' depends on axioms: [propext, Classical.choice, Quot.sound]
'BreathingKagomePyrochlore.breathing_gap' depends on axioms: [propext, Classical.choice, Quot.sound]
'BreathingKagomePyrochlore.bands_touch_iff' depends on axioms: [propext, Classical.choice, Quot.sound]
'BreathingKagomePyrochlore.kagome_structureSum_zero' depends on axioms: [propext, Classical.choice, Quot.sound]
```
